# In a two-level model, the exponential of the cluster operator ends at first order

In a model with just two basis states, a reference |0⟩ and an excited state |1⟩, the cluster operator T = t|1⟩⟨0| excites the reference with a complex amplitude t. The declaration states that exp(T) = 1 + T for every t, as an equality of 2 × 2 complex matrices. The attempt first shows that T² = 0, since a second excitation has nowhere to go. It then writes the exponential as its power series, shows that every term from the second power on vanishes, and sums the two terms that remain.

The first attempt, which Lean rejects:

```lean
import Mathlib

open Set Filter
open Complex (I)
open scoped Matrix Topology

namespace ExpCluster

noncomputable section

/-- The cluster operator `T = t |1⟩⟨0|`, which excites the reference with amplitude `t`. -/
def cluster (t : ℂ) : Matrix (Fin 2) (Fin 2) ℂ := !![0, 0; t, 0]

/-- The exponential of the cluster operator stops at first order: `exp(T) = 1 + T`. -/
theorem exp_cluster (t : ℂ) : NormedSpace.exp (cluster t) = 1 + cluster t := by
  have h2 : cluster t ^ 2 = 0 := by
    rw [pow_two]
    ext i j
    fin_cases i <;> fin_cases j <;> simp [cluster, Matrix.mul_apply, Fin.sum_univ_succ]
  have hz : ∀ n ∉ Finset.range 2, ((n.factorial : ℂ)⁻¹) • cluster t ^ n = 0 := by
    intro n hn
    have hn2 : 2 ≤ n := by simpa using hn
    rw [pow_eq_zero_of_le hn2 h2, smul_zero]
  rw [NormedSpace.exp_eq_tsum ℂ]
  exact (tsum_eq_sum hz).trans (by simp [Finset.sum_range_succ])

end

end ExpCluster
```

Messages:

```
Main.lean:22:27: error: Type mismatch: After simplification, term
  hn
 has type
  1 < n
but is expected to have type
  2 ≤ n
```

The error lies in the step that turns `hn`, which says that `n` is not in `Finset.range 2`, into the bound `2 ≤ n`. The call `simpa using hn` simplifies the hypothesis and then tries to match it with the goal. Here the hypothesis came out as `1 < n`, while the goal was still `2 ≤ n`. For natural numbers these say the same thing, but they are written differently, and `simpa` did not accept the one for the other. The mathematics was sound; only the simplified form did not fit.

The repair proves the bound directly, with no simplification. Suppose `h : n < 2`. Then `Finset.mem_range.2 h` puts `n` in `Finset.range 2`, which `hn` forbids. So `n < 2` is false, and `not_lt.1` turns that into `2 ≤ n`, exactly the form asked for. This is the only change.

As a diff, the version that Lean accepts:

```diff
@@ -20,5 +20,5 @@
   have hz : ∀ n ∉ Finset.range 2, ((n.factorial : ℂ)⁻¹) • cluster t ^ n = 0 := by
     intro n hn
-    have hn2 : 2 ≤ n := by simpa using hn
+    have hn2 : 2 ≤ n := not_lt.1 fun h => hn (Finset.mem_range.2 h)
     rw [pow_eq_zero_of_le hn2 h2, smul_zero]
   rw [NormedSpace.exp_eq_tsum ℂ]
```
